# The kinetic energy of an s-type local orbital lies strictly above the box value

Let $R>0$, and let $f$ be continuously differentiable on $[0,R]$ and not identically zero there, with $f(0)=f(R)=f'(R)=0$. Then

$$\int_0^R f'(x)^2\,dx \;>\; \Big(\frac{\pi}{R}\Big)^2\int_0^R f(x)^2\,dx .$$

In the linearised augmented-plane-wave (LAPW) method, a local orbital is a basis function confined to the sphere of radius $R$ around an atom. The kind treated here vanishes in value and slope at the sphere, so that it joins smoothly to zero outside. (The local orbitals of the related APW+lo method are required to vanish in value only, and are not covered.) The question is how small its kinetic energy can be. For an s orbital, write $f(x)$ for the distance $x$ from the nucleus times the radial part of the wave function; many textbooks call this function $u$ or $P$. The non-relativistic kinetic energy is then $\hbar^2/2m$ times the ratio $\int f'^2/\int f^2$, with $m$ the electron mass. The number $(\pi/R)^2$ is the value of this ratio for the lowest state of a particle in a hard-walled sphere. A single non-relativistic s-type local orbital therefore always costs more kinetic energy than that state, and the bound grows as $1/R^2$ when the sphere shrinks.

## Completing the square with the box wave

Put $k=\pi/R$, so that $\sin(kx)$ is positive on $(0,R)$ and zero at both ends. On the open interval define

$$G(x)=k\cot(kx)\,f(x)^2 .$$

Since $(\cot y)'=-(1+\cot^2 y)$, the product rule gives

$$G'=-k^2f^2-k^2\cot^2(kx)\,f^2+2k\cot(kx)\,f f' .$$

The last two terms equal $f'^2$ minus the square of $f'-k\cot(kx)\,f$, so

$$G'=f'^2-k^2f^2-\big(f'-k\cot(kx)\,f\big)^2 .$$

The cotangent diverges at the ends, but $G$ does not. Let $p$ be $0$ or $R$. Both $f$ and $\sin(kx)$ vanish at $p$, so

$$G(x)=k\cos(kx)\,f(x)\;\frac{f(x)/(x-p)}{\sin(kx)/(x-p)} .$$

As $x\to p$, the quotient of slopes tends to the finite number $f'(p)/(k\cos kp)$, while the factor $f(x)$ tends to zero. Hence $G\to0$, and setting $G(0)=G(R)=0$ makes $G$ continuous on $[0,R]$.

Now define

$$H(x)=\int_0^x\big(f'(t)^2-k^2f(t)^2\big)\,dt-G(x).$$

This function is continuous on $[0,R]$, and on the open interval $H'=(f'-k\cot(kx)f)^2\ge0$, so $H$ is non-decreasing. Its end values are

$$H(0)=0,\qquad H(R)=\int_0^R f'^2\,dx-k^2\int_0^R f^2\,dx .$$

This already gives the inequality with $\ge$. Suppose it were not strict, so that $H(R)\le0$. A non-decreasing function that starts at zero and ends at or below zero is zero throughout. Then $H'=0$, which means $f'=k\cot(kx)\,f$ on $(0,R)$, and

$$\Big(\frac{f}{\sin(kx)}\Big)'=\frac{f'\sin(kx)-k\cos(kx)f}{\sin^2(kx)}=0 .$$

So $f=c\sin(kx)$ for some constant $c$, at the end points too, where both sides vanish. The slope at the sphere is $f'(R)=ck\cos\pi=-ck$. It must be zero, so $c=0$ and $f$ vanishes identically, contrary to assumption.

## A cubic orbital, and the sine that has to be excluded

Take $R=1$ and $f(x)=x(1-x)^2$. Then $f'(x)=(1-x)(1-3x)$, and all three boundary conditions hold. The integrals are

$$\int_0^1 x^2(1-x)^4\,dx=\frac{2!\,4!}{7!}=\frac1{105},\qquad \int_0^1(1-x)^2(1-3x)^2\,dx=\frac95-3+\frac43=\frac2{15}.$$

Their ratio, which is the value for the normalised orbital, is $14$, to be compared with $\pi^2\approx9.87$.

If the condition $f'(R)=0$ is dropped, strictness fails. The function $f(x)=\sin(\pi x/R)$ vanishes at $0$ and $R$, has slope $-\pi/R$ at the sphere, and gives equality.

## The local orbital as a Lean structure

```lean
import Mathlib

open Set Filter Topology MeasureTheory
open scoped Real

namespace LocalOrbitalKinetic

noncomputable section
```

The structure below collects the conditions on the orbital. Here `f'` is the name of a second function, and the field `hasDeriv` says that it is the derivative of `f` at each point of `Icc 0 R`, the closed interval $[0,R]$. The derivative is taken within the interval, so it is one-sided at the ends, and the values of `f` outside the sphere play no role. The field `cont` states that `f'` is continuous, and the last three fields are the boundary conditions.

```lean
/-- A radial local orbital `f` with derivative `f'` on `[0, R]`: continuously differentiable,
zero at the origin, and zero in value and slope at the sphere radius `R`. -/
structure IsLocalOrbital (R : ℝ) (f f' : ℝ → ℝ) : Prop where
  hasDeriv : ∀ x ∈ Icc 0 R, HasDerivWithinAt f (f' x) (Icc 0 R) x
  cont : ContinuousOn f' (Icc 0 R)
  origin : f 0 = 0
  value : f R = 0
  slope : f' R = 0
```

The orbital is real and need not be normalised. The slope at the origin is free, as it should be for an s orbital, whose wave function may be non-zero at the nucleus. The step from this one-dimensional function to the three-dimensional orbital, by which $\int f'^2/\int f^2$ becomes a kinetic energy, is the usual separation in spherical coordinates and stays outside the Lean code.

## The boundary term and its derivative

The first lemma records the derivatives of $\sin(kx)$ and $\cos(kx)$ with respect to $x$.

```lean
/-- The derivatives of the standing waves `sin (k x)` and `cos (k x)`. -/
theorem hasDerivAt_waves (k x : ℝ) :
    HasDerivAt (fun y => Real.sin (k * y)) (Real.cos (k * x) * k) x ∧
    HasDerivAt (fun y => Real.cos (k * y)) (-Real.sin (k * x) * k) x := by
  have h : HasDerivAt (fun y : ℝ => k * y) k x := by
    simpa using (hasDerivAt_id x).const_mul k
  exact ⟨h.sin, h.cos⟩
```

The next lemma is the limit $G\to0$, stated for any point `p` at which both `f` and the sine vanish. The filter `𝓝[S \ {p}] p` expresses that $x$ approaches $p$ inside the set `S` without reaching it. The proof first shows $\cos(kp)\neq0$ from $\sin^2+\cos^2=1$. The facts `t1` and `t2` are the limits of the two slopes, `t3` says that $f\to0$, and their combination `t` is the limit of the product displayed above. The closing lines cancel the common factor $x-p$.

```lean
/-- At a common zero of `f` and the wave `sin (k x)`, `k ≠ 0`, the boundary term
`k cot (k x) f²` tends to zero if `f` is differentiable there. -/
theorem boundary_term_tendsto {S : Set ℝ} {f : ℝ → ℝ} {p d k : ℝ} (hk : k ≠ 0)
    (hf : HasDerivWithinAt f d S p) (h0 : f p = 0) (hs : Real.sin (k * p) = 0) :
    Tendsto (fun x => k * Real.cos (k * x) / Real.sin (k * x) * f x ^ 2)
      (𝓝[S \ {p}] p) (𝓝 0) := by
  have hc : Real.cos (k * p) ≠ 0 := by
    intro h
    have := Real.sin_sq_add_cos_sq (k * p)
    rw [hs, h] at this
    norm_num at this
  have t1 := hasDerivWithinAt_iff_tendsto_slope.1 hf
  have t2 := hasDerivWithinAt_iff_tendsto_slope.1
    ((hasDerivAt_waves k p).1.hasDerivWithinAt (s := S))
  have t3 : Tendsto f (𝓝[S \ {p}] p) (𝓝 (f p)) := hf.continuousWithinAt.mono Set.sdiff_subset
  rw [h0] at t3
  have t4 : Tendsto (fun x => k * Real.cos (k * x)) (𝓝[S \ {p}] p)
      (𝓝 (k * Real.cos (k * p))) :=
    ((by fun_prop : Continuous fun x => k * Real.cos (k * x)).tendsto p).mono_left
      nhdsWithin_le_nhds
  -- the quotient of the two slopes stays finite, and `f` tends to zero
  have t := (t4.mul t3).mul (t1.div t2 (mul_ne_zero hc hk))
  simp only [mul_zero, zero_mul] at t
  refine t.congr' ?_
  filter_upwards [self_mem_nhdsWithin] with x hx
  have hxp : x - p ≠ 0 := sub_ne_zero.2 hx.2
  simp only [Pi.div_apply, slope_def_field, h0, hs, sub_zero]
  rw [div_div_div_cancel_right₀ hxp]
  ring
```

Completing the square is a statement about one point $x$ with $\sin(kx)\neq0$, where `d` stands for $f'(x)$. The quotient and product rules produce a derivative, and `field_simp` followed by `ring` confirms that it equals the completed-square form.

```lean
/-- Completing the square: away from the nodes of `sin (k x)`, the derivative of
`k cot (k x) f²` is `f'² - k² f²` minus the square of `f' - k cot (k x) f`. -/
theorem hasDerivAt_boundary_term {f : ℝ → ℝ} {d k x : ℝ} (hf : HasDerivAt f d x)
    (hs : Real.sin (k * x) ≠ 0) :
    HasDerivAt (fun y => k * Real.cos (k * y) / Real.sin (k * y) * f y ^ 2)
      (d ^ 2 - k ^ 2 * f x ^ 2
        - (d - k * Real.cos (k * x) / Real.sin (k * x) * f x) ^ 2) x := by
  have hsq : HasDerivAt (fun y => f y ^ 2) (2 * f x * d) x := by
    simpa using hf.fun_pow 2
  obtain ⟨h1, h2⟩ := hasDerivAt_waves k x
  refine (((h2.const_mul k).fun_div h1 hs).fun_mul hsq).congr_deriv ?_
  field_simp
  ring
```

## From a logarithmic slope to the sine

If $f'=k\cot(kx)f$ on $(0,R)$, then $f$ is a multiple of the sine. The hypothesis fixes the logarithmic derivative of $f$ without dividing by $f$, so zeros of $f$ do no harm. In the proof, `hq` shows that $f/\sin(kx)$ has derivative zero. A function with zero derivative on an open interval is constant there, and the constant $c$ is read off at the midpoint $R/2$.

```lean
/-- If `f' = k cot (k x) f` on `(0, R)`, where `sin (k x)` has no node, then `f` is a multiple
of `sin (k x)` there. -/
theorem eq_sine_of_log_slope {f : ℝ → ℝ} {k R : ℝ} (hR : 0 < R)
    (hs : ∀ x ∈ Ioo 0 R, Real.sin (k * x) ≠ 0)
    (hf : ∀ x ∈ Ioo 0 R,
      HasDerivAt f (k * Real.cos (k * x) / Real.sin (k * x) * f x) x) :
    ∃ c, ∀ x ∈ Ioo 0 R, f x = c * Real.sin (k * x) := by
  have hq : ∀ x ∈ Ioo 0 R, HasDerivAt (fun y => f y / Real.sin (k * y)) 0 x := by
    intro x hx
    have hx0 := hs x hx
    refine ((hf x hx).fun_div (hasDerivAt_waves k x).1 hx0).congr_deriv ?_
    have e : k * Real.cos (k * x) / Real.sin (k * x) * f x * Real.sin (k * x)
        = k * Real.cos (k * x) * f x := by field_simp
    rw [e]
    ring
  refine ⟨f (R / 2) / Real.sin (k * (R / 2)), fun x hx => ?_⟩
  have h : f x / Real.sin (k * x) = f (R / 2) / Real.sin (k * (R / 2)) :=
    isOpen_Ioo.is_const_of_deriv_eq_zero isPreconnected_Ioo
      (fun y hy => (hq y hy).differentiableAt.differentiableWithinAt)
      (fun y hy => (hq y hy).deriv) hx
      (⟨by linarith, by linarith⟩ : R / 2 ∈ Ioo 0 R)
  rw [← h, div_mul_cancel₀ _ (hs x hx)]
```

## The strict inequality

The theorem `kinetic_gt_box` takes a radius with `0 < R`, a local orbital `hf`, and the hypothesis `hne` that `f` is non-zero somewhere on $[0,R]$. Its conclusion is the inequality at the head of the text. It gives no size for the gap and does not say how closely a local orbital can approach the bound.

The functions `G` and `H` are those of the derivation, and `φ` is the integrand $f'^2-k^2f^2$. At the end points Lean evaluates the quotient in `G` with a zero denominator, but the factor $f^2=0$ makes the product zero, in agreement with the limit.

```lean
/-- A local orbital that is not identically zero on `[0, R]`, `R > 0`, has
`∫ f'²` strictly greater than `(π / R)² ∫ f²`. -/
theorem kinetic_gt_box {R : ℝ} (hR : 0 < R) {f f' : ℝ → ℝ} (hf : IsLocalOrbital R f f')
    (hne : ∃ x ∈ Icc 0 R, f x ≠ 0) :
    (π / R) ^ 2 * ∫ x in 0..R, f x ^ 2 < ∫ x in 0..R, f' x ^ 2 := by
  obtain ⟨k, hkdef⟩ : ∃ k, k = π / R := ⟨_, rfl⟩
  rw [← hkdef]
  have hk : 0 < k := hkdef ▸ div_pos Real.pi_pos hR
  have hkR : k * R = π := by rw [hkdef]; field_simp
  have hs : ∀ x ∈ Ioo 0 R, Real.sin (k * x) ≠ 0 := fun x hx =>
    (Real.sin_pos_of_pos_of_lt_pi (mul_pos hk hx.1) (by nlinarith [hx.2])).ne'
  have hd : ∀ x ∈ Ioo 0 R, HasDerivAt f (f' x) x := fun x hx =>
    (hf.hasDeriv x (Ioo_subset_Icc_self hx)).hasDerivAt (Icc_mem_nhds hx.1 hx.2)
  have hfc : ContinuousOn f (Icc 0 R) := fun x hx => (hf.hasDeriv x hx).continuousWithinAt
  let G : ℝ → ℝ := fun x => k * Real.cos (k * x) / Real.sin (k * x) * f x ^ 2
  let φ : ℝ → ℝ := fun x => f' x ^ 2 - k ^ 2 * f x ^ 2
  let H : ℝ → ℝ := fun x => (∫ t in 0..x, φ t) - G x
  have hend : ∀ p ∈ Icc 0 R, f p = 0 → Real.sin (k * p) = 0 →
      ContinuousWithinAt G (Icc 0 R) p := by
    intro p hp h0 h1
    have hGp : G p = 0 := by simp [G, h0]
    rw [← continuousWithinAt_sdiff_self, ContinuousWithinAt, hGp]
    exact boundary_term_tendsto hk.ne' (hf.hasDeriv p hp) h0 h1
  have hGc : ContinuousOn G (Icc 0 R) := by
    intro x hx
    rcases eq_or_lt_of_le hx.1 with h | h
    · exact hend x hx (by rw [← h, hf.origin]) (by rw [← h]; simp)
    rcases eq_or_lt_of_le hx.2 with h' | h'
    · exact hend x hx (by rw [h', hf.value]) (by rw [h', hkR, Real.sin_pi])
    · exact (hasDerivAt_boundary_term (hd x ⟨h, h'⟩)
        (hs x ⟨h, h'⟩)).continuousAt.continuousWithinAt
  have hφ : ContinuousOn φ (Icc 0 R) := (hf.cont.pow 2).sub ((hfc.pow 2).const_mul (k ^ 2))
  have hHc : ContinuousOn H (Icc 0 R) := by
    have h := intervalIntegral.continuousOn_primitive_interval (μ := volume) (f := φ)
      (a := 0) (b := R) (by rw [uIcc_of_le hR.le]; exact hφ.integrableOn_Icc)
    rw [uIcc_of_le hR.le] at h
    exact h.sub hGc
  have hHd : ∀ x ∈ Ioo 0 R, HasDerivAt H
      ((f' x - k * Real.cos (k * x) / Real.sin (k * x) * f x) ^ 2) x := by
    intro x hx
    have hi : IntervalIntegrable φ volume 0 x :=
      (hφ.mono (Icc_subset_Icc_right hx.2.le)).intervalIntegrable_of_Icc hx.1.le
    have h := intervalIntegral.integral_hasDerivAt_right hi
      ((hφ.mono Ioo_subset_Icc_self).stronglyMeasurableAtFilter isOpen_Ioo x hx)
      (hφ.continuousAt (Icc_mem_nhds hx.1 hx.2))
    refine (h.fun_sub (hasDerivAt_boundary_term (hd x hx) (hs x hx))).congr_deriv ?_
    simp only [φ]
    ring
  have hmono : MonotoneOn H (Icc 0 R) := by
    apply monotoneOn_of_deriv_nonneg (convex_Icc 0 R) hHc
    · rw [interior_Icc]
      exact fun x hx => (hHd x hx).differentiableAt.differentiableWithinAt
    · rw [interior_Icc]
      intro x hx
      rw [(hHd x hx).deriv]
      positivity
  have m0 : (0 : ℝ) ∈ Icc 0 R := ⟨le_rfl, hR.le⟩
  have mR : R ∈ Icc 0 R := ⟨hR.le, le_rfl⟩
  have hH0 : H 0 = 0 := by simp [H, G, hf.origin]
  have hHR : H R = (∫ x in 0..R, f' x ^ 2) - k ^ 2 * ∫ x in 0..R, f x ^ 2 := by
    have e : H R = ∫ x in 0..R, φ x := by simp [H, G, hf.value]
    rw [e, ← intervalIntegral.integral_const_mul]
    exact intervalIntegral.integral_sub ((hf.cont.pow 2).intervalIntegrable_of_Icc hR.le)
      (((hfc.pow 2).const_mul (k ^ 2)).intervalIntegrable_of_Icc hR.le)
  by_contra hcon
  -- without strict inequality `H` vanishes, so the completed square vanishes
  have hz : ∀ x ∈ Ioo 0 R, H x = 0 := by
    intro x hx
    have h1 := hmono m0 (Ioo_subset_Icc_self hx) hx.1.le
    have h2 := hmono (Ioo_subset_Icc_self hx) mR hx.2.le
    linarith [not_lt.1 hcon]
  obtain ⟨c, hc⟩ := eq_sine_of_log_slope hR hs (f := f) (by
    intro x hx
    have h0 : HasDerivAt H 0 x := (hasDerivAt_const x (0 : ℝ)).congr_of_eventuallyEq
      (by filter_upwards [Ioo_mem_nhds hx.1 hx.2] with y hy using hz y hy)
    have h := pow_eq_zero_iff (two_ne_zero) |>.1 ((hHd x hx).unique h0)
    rw [← sub_eq_zero.1 h]
    exact hd x hx)
  have hall : ∀ x ∈ Icc 0 R, f x = c * Real.sin (k * x) := by
    intro x hx
    rcases eq_or_lt_of_le hx.1 with h | h
    · rw [← h, hf.origin]; simp
    rcases eq_or_lt_of_le hx.2 with h' | h'
    · rw [h', hf.value, hkR, Real.sin_pi, mul_zero]
    · exact hc x ⟨h, h'⟩
  -- the zero slope at the sphere removes the sine
  have d2 : HasDerivWithinAt f (c * (Real.cos (k * R) * k)) (Icc 0 R) R :=
    ((hasDerivAt_waves k R).1.const_mul c).hasDerivWithinAt.congr hall (hall R mR)
  have e := (uniqueDiffOn_Icc hR R mR).eq_deriv _ (hf.hasDeriv R mR) d2
  rw [hf.slope, hkR, Real.cos_pi] at e
  have hc0 : c = 0 := (mul_eq_zero.1 (by linarith : c * k = 0)).resolve_right hk.ne'
  obtain ⟨x, hx, hfx⟩ := hne
  exact hfx (by rw [hall x hx, hc0, zero_mul])

end

end LocalOrbitalKinetic
```

The proof runs in the order of the calculation by hand:

- `hGc` establishes continuity of $G$ on the closed interval. It treats the two ends with the limit lemma, through `hend`, and the interior with differentiability.
- `hHc` adds the continuity of the integral as a function of its upper limit. `hHd` computes $H'$ from the fundamental theorem of calculus and the completed square. Both steps use the continuity of $f'$, the first for integrability and the second also for the derivative of the integral.
- `hmono` concludes that $H$ is non-decreasing, and `hH0` and `hHR` give its end values.
- `by_contra` assumes that the strict inequality fails. Then `hz` squeezes $H(x)$ between $H(0)=0$ and $H(R)\le0$, so $H$ vanishes on $(0,R)$. Its derivative there is both zero and the square, hence the square is zero and `eq_sine_of_log_slope` supplies $c$.
- `hall` extends $f=c\sin(kx)$ to the end points. The slope of `f` at $R$ is now known in two ways, as $0$ from the structure and as $-ck$ from the sine. Uniqueness of the one-sided derivative equates them, which gives `hc0`, and $c=0$ contradicts `hne`.

```lean
#print axioms LocalOrbitalKinetic.kinetic_gt_box
-- 'LocalOrbitalKinetic.kinetic_gt_box' depends on axioms: [propext, Classical.choice, Quot.sound]
```
